# Concavity and slope of the grand potential of finitely many competing phases

The composition of a system in contact with a reservoir is often read off as $-\mathrm{d}\varphi/\mathrm{d}\mu$, where $\varphi$ is the grand potential and $\mu$ the chemical potential. When $\varphi$ is a minimum over competing phases, this derivative need not exist. Take three phases with energies $0, -1, 0$ and compositions $0, \tfrac12, 1$. Near $\mu = 2$ the minimum follows a line of slope $-\tfrac12$ on the left and one of slope $-1$ on the right, so a central difference centred at $\mu = 2$ with a small step returns the slope $-\tfrac34$, that is the composition $\tfrac34$, which no phase has. (That number is pencil arithmetic and does not come from a Lean theorem.) The same construction is applied to zero-temperature electronic-structure energies of a finite list of fixed-composition compounds with one exchanged species, and the theorems below give a criterion for where the derivative exists.

## The model

```lean
import Mathlib

open Filter Topology

namespace ChemicalPotentialWindow

noncomputable section

variable {ι : Type*}
```

Phases carry labels $i$ of an arbitrary type `ι`. Phase $i$ has a real energy $E_i$ and a real composition $x_i$, both independent of $\mu$, and its grand potential is the straight line
$$\omega_i(\mu) = E_i - \mu x_i .$$
The sign convention makes a large $\mu$ favour phases rich in the exchanged species. The energies and compositions of all phases must refer to the same normalisation, for example to a fixed amount of the species that is not exchanged; energies per formula unit of different compounds do not in general share one normalisation and then have to be rescaled, together with the compositions, before they are compared. For a binary system normalised per atom, $x_i$ is the fraction of one species, $\mu$ is the chemical potential of that species minus that of the other, and $\omega_i$ is a semi-grand potential.

```lean
/-- Grand potential `E i - μ * x i` of phase `i`, with energy `E i` and composition `x i`,
at chemical potential `μ`. -/
def phasePotential (E x : ι → ℝ) (i : ι) (μ : ℝ) : ℝ := E i - μ * x i
```

The competing phases form a finite nonempty set $s$, and the system takes the lowest line, $\varphi(\mu) = \min_{i \in s} \omega_i(\mu)$. In Lean this is `s.inf' hs`, where `hs` records that $s$ is nonempty; a single phase is allowed.

```lean
/-- Grand potential of the system: the minimum of the phase grand potentials over the finite
nonempty set `s` of competing phases. -/
def grandPotential (s : Finset ι) (hs : s.Nonempty) (E x : ι → ℝ) (μ : ℝ) : ℝ :=
  s.inf' hs fun i => phasePotential E x i μ
```

Phase $k$ is stable at $\mu$ if $k \in s$ and $\omega_k(\mu) \le \omega_i(\mu)$ for all $i \in s$. The inequality is weak, so coexisting phases are all stable.

```lean
/-- Phase `k` is stable at `μ` if it belongs to `s` and no phase of `s` has a lower grand
potential at `μ`. -/
def IsStable (s : Finset ι) (E x : ι → ℝ) (μ : ℝ) (k : ι) : Prop :=
  k ∈ s ∧ ∀ i ∈ s, phasePotential E x k μ ≤ phasePotential E x i μ
```

There is one chemical potential and a finite list of line compounds: solid solutions, continuous families of states and thermal mixing are absent from the model.

## The minimum and its minimisers

Each line has slope $\omega_k'(\mu) = -x_k$. The statement `HasDerivAt f d μ` means that the two-sided derivative of `f` at `μ` exists and equals `d`.

```lean
variable {s : Finset ι} {E x : ι → ℝ}

/-- The grand potential of a single phase has slope minus its composition. -/
theorem phasePotential_hasDerivAt (E x : ι → ℝ) (k : ι) (μ : ℝ) :
    HasDerivAt (phasePotential E x k) (-x k) μ := by
  have hl : HasDerivAt (fun ν : ℝ => ν * x k) (x k) μ :=
    ((hasDerivAt_id' μ).mul_const (x k)).congr_deriv (one_mul _)
  exact hl.const_sub (E k)
```

A minimum lies below each of its entries: $\varphi(\mu) \le \omega_i(\mu)$ for $i \in s$.

```lean
/-- The grand potential of the system lies below that of every competing phase. -/
theorem grandPotential_le (hs : s.Nonempty) {i : ι} (hi : i ∈ s) (μ : ℝ) :
    grandPotential s hs E x μ ≤ phasePotential E x i μ := by
  unfold grandPotential
  exact Finset.inf'_le (fun j => phasePotential E x j μ) hi
```

If $k$ is stable, $\omega_k(\mu)$ is a lower bound of all entries and hence of their minimum (`Finset.le_inf'_iff`), so $\varphi(\mu) = \omega_k(\mu)$. Conversely, $k \in s$ and $\varphi(\mu) = \omega_k(\mu)$ give $\omega_k(\mu) = \varphi(\mu) \le \omega_i(\mu)$ for every $i \in s$.

```lean
/-- A phase is stable at `μ` exactly when it is one of the competing phases and its grand
potential equals that of the system. -/
theorem isStable_iff (hs : s.Nonempty) {μ : ℝ} {k : ι} :
    IsStable s E x μ k ↔ k ∈ s ∧ grandPotential s hs E x μ = phasePotential E x k μ := by
  constructor
  · intro h
    refine ⟨h.1, le_antisymm (grandPotential_le hs h.1 μ) ?_⟩
    rw [grandPotential, Finset.le_inf'_iff]
    exact h.2
  · rintro ⟨hk, h⟩
    exact ⟨hk, fun i hi => h.ge.trans (grandPotential_le hs hi μ)⟩
```

A finite nonempty set of real numbers has a smallest member, so some phase is stable at every $\mu$.

```lean
/-- At every chemical potential some phase is stable. -/
theorem exists_isStable (hs : s.Nonempty) (E x : ι → ℝ) (μ : ℝ) :
    ∃ k, IsStable s E x μ k := by
  obtain ⟨k, hk, h⟩ := Finset.exists_min_image s (fun i => phasePotential E x i μ) hs
  exact ⟨k, hk, h⟩
```

## Concavity

Let $\mu, \nu$ be two chemical potentials, let $a, b \ge 0$ with $a + b = 1$, and choose $k$ stable at $a\mu + b\nu$. Then
$$\varphi(a\mu + b\nu) = E_k - (a\mu + b\nu)x_k = a\,\omega_k(\mu) + b\,\omega_k(\nu) \ge a\,\varphi(\mu) + b\,\varphi(\nu),$$
where the second step uses $aE_k + bE_k = E_k$ and the last uses $\varphi \le \omega_k$ at both ends. This inequality for all real $\mu, \nu$ is `ConcaveOn ℝ Set.univ`; it is the weak form, which straight segments satisfy with equality. In the proof `h3` and `h4` are the two end bounds multiplied by $a$ and $b$, `hE` is the identity for $E_k$, and `linarith` adds them.

```lean
/-- The grand potential is a concave function of the chemical potential on the whole line. -/
theorem grandPotential_concave (hs : s.Nonempty) (E x : ι → ℝ) :
    ConcaveOn ℝ Set.univ (grandPotential s hs E x) := by
  refine ⟨convex_univ, ?_⟩
  intro μ _ ν _ a b ha hb hab
  -- the phase stable at the interpolated point bounds the grand potential at both ends
  obtain ⟨k, hk⟩ := exists_isStable hs E x (a • μ + b • ν)
  rw [((isStable_iff hs).1 hk).2]
  have h1 : grandPotential s hs E x μ ≤ E k - μ * x k := grandPotential_le hs hk.1 μ
  have h2 : grandPotential s hs E x ν ≤ E k - ν * x k := grandPotential_le hs hk.1 ν
  have h3 := mul_le_mul_of_nonneg_left h1 ha
  have h4 := mul_le_mul_of_nonneg_left h2 hb
  have hE : a * E k + b * E k = E k := by rw [← add_mul, hab, one_mul]
  simp only [phasePotential, smul_eq_mul]
  linarith
```

## The stability window

For $k, i \in s$ the condition $\omega_k(\mu) \le \omega_i(\mu)$ reads $E_k - E_i \le \mu\,(x_k - x_i)$. Its solution depends on the sign of $x_k - x_i$:
$$\mu \ge \frac{E_k - E_i}{x_k - x_i}\ \ (x_i < x_k), \qquad \mu \le \frac{E_i - E_k}{x_i - x_k}\ \ (x_i > x_k), \qquad E_k \le E_i\ \ (x_i = x_k).$$
Phase $k$ is stable exactly when these hold for all $i \in s$. Poorer phases bound $\mu$ from below and richer phases from above; with no poorer or no richer phase the corresponding condition is vacuous, and the theorem does not assert that the window is nonempty. The proof clears the positive denominators with `div_le_iff₀` and `le_div_iff₀` and splits cases by `lt_trichotomy`.

```lean
/-- Chemical potential window, all phases taken from `s`: a phase `k` of `s` is stable at `μ` exactly when `μ` is at least every
energy-composition slope towards poorer phases, at most every slope towards richer phases,
and `k` has the lowest energy among phases of its own composition. -/
theorem isStable_iff_window {k : ι} (hk : k ∈ s) (μ : ℝ) :
    IsStable s E x μ k ↔
      (∀ i ∈ s, x i < x k → (E k - E i) / (x k - x i) ≤ μ) ∧
      (∀ i ∈ s, x k < x i → μ ≤ (E i - E k) / (x i - x k)) ∧
      (∀ i ∈ s, x i = x k → E k ≤ E i) := by
  constructor
  · intro h
    have h' : ∀ i ∈ s, E k - μ * x k ≤ E i - μ * x i := h.2
    refine ⟨fun i hi hlt => ?_, fun i hi hlt => ?_, fun i hi heq => ?_⟩
    · rw [div_le_iff₀ (sub_pos.2 hlt)]
      linarith [h' i hi]
    · rw [le_div_iff₀ (sub_pos.2 hlt)]
      linarith [h' i hi]
    · have h1 := h' i hi
      rw [heq] at h1
      linarith
  · rintro ⟨h1, h2, h3⟩
    refine ⟨hk, fun i hi => ?_⟩
    show E k - μ * x k ≤ E i - μ * x i
    rcases lt_trichotomy (x i) (x k) with hlt | heq | hgt
    · have h := h1 i hi hlt
      rw [div_le_iff₀ (sub_pos.2 hlt)] at h
      linarith
    · have h := h3 i hi heq
      rw [heq]
      linarith
    · have h := h2 i hi hgt
      rw [le_div_iff₀ (sub_pos.2 hgt)] at h
      linarith
```

## The slope

Let $k$ be stable at a point $\mu_0$, and assume that every phase stable there has composition $x_k$. For a competitor $i \in s$ there are two cases. If $\omega_k(\mu_0) < \omega_i(\mu_0)$, continuity keeps the gap open on a neighbourhood of $\mu_0$. If $\omega_k(\mu_0) = \omega_i(\mu_0)$, then $i$ is stable too, so $x_i = x_k$, hence $E_i = E_k$, and the two lines coincide. Finitely many neighbourhoods intersect in a neighbourhood, on which $k$ stays stable. The notation `∀ᶠ μ in 𝓝 μ₀` means "for all $\mu$ in some neighbourhood of $\mu_0$".

```lean
/-- If `k` is stable at `μ₀` and every phase stable there has the composition of `k`, then `k`
stays stable for all chemical potentials near `μ₀`. -/
theorem eventually_isStable {μ₀ : ℝ} {k : ι} (hk : IsStable s E x μ₀ k)
    (hsame : ∀ i, IsStable s E x μ₀ i → x i = x k) :
    ∀ᶠ μ in 𝓝 μ₀, IsStable s E x μ k := by
  have hall : ∀ᶠ μ in 𝓝 μ₀, ∀ i ∈ s, phasePotential E x k μ ≤ phasePotential E x i μ := by
    rw [Filter.eventually_all_finset]
    intro i hi
    rcases (hk.2 i hi).lt_or_eq with h | h
    · -- a strict gap survives a small change of the chemical potential
      have hlt := ContinuousAt.eventually_lt
        (phasePotential_hasDerivAt E x k μ₀).continuousAt
        (phasePotential_hasDerivAt E x i μ₀).continuousAt h
      exact hlt.mono fun μ hμ => le_of_lt hμ
    · -- a degenerate phase has the same composition, hence the same line
      have hx : x i = x k := hsame i ⟨hi, fun j hj => h.ge.trans (hk.2 j hj)⟩
      have h' : E k - μ₀ * x k = E i - μ₀ * x i := h
      refine Filter.Eventually.of_forall fun μ => ?_
      show E k - μ * x k ≤ E i - μ * x i
      rw [hx] at h' ⊢
      linarith
  exact hall.mono fun μ hμ => ⟨hk.1, hμ⟩
```

On that neighbourhood $\varphi = \omega_k$, so $\varphi'(\mu_0) = -x_k$.

```lean
/-- If `k` is stable at `μ₀` and every phase stable there has the composition of `k`, the grand
potential has derivative `-x k` at `μ₀`. -/
theorem hasDerivAt_of_common_composition (hs : s.Nonempty) {μ₀ : ℝ} {k : ι}
    (hk : IsStable s E x μ₀ k) (hsame : ∀ i, IsStable s E x μ₀ i → x i = x k) :
    HasDerivAt (grandPotential s hs E x) (-x k) μ₀ := by
  have heq : grandPotential s hs E x =ᶠ[𝓝 μ₀] phasePotential E x k :=
    (eventually_isStable hk hsame).mono fun μ hμ => ((isStable_iff hs).1 hμ).2
  exact (phasePotential_hasDerivAt E x k μ₀).congr_of_eventuallyEq heq
```

These two proofs use a pattern that also serves for a finite minimum or maximum of differentiable functions at a point where one function is strictly lowest or highest; the treatment of ties is special to straight lines, which coincide once they share a value and a slope. `Filter.eventually_all_finset` exchanges "near $\mu_0$" with "for all $i \in s$", so each competitor is treated alone and no smallest radius is ever computed; `ContinuousAt.eventually_lt` propagates a strict inequality; and `congr_of_eventuallyEq` carries a derivative from a function to one that agrees with it locally.

The main theorem joins concavity with the case of a unique stable phase: for every $\mu_0$ and $k$, if $k$ is stable at $\mu_0$ and every stable $i$ equals $k$, then $\varphi'(\mu_0) = -x_k$. Uniqueness refers to labels, so if the only phases stable at $\mu_0$ are two labels with identical $E$ and $x$, uniqueness fails while the weaker hypothesis `hsame` above still holds. The step `congrArg x` turns $i = k$ into $x_i = x_k$.

```lean
/-- The grand potential is concave, and at any chemical potential where `k` is the unique
stable phase it is differentiable with derivative `-x k`. -/
theorem grandPotential_concave_and_hasDerivAt (hs : s.Nonempty) (E x : ι → ℝ) :
    ConcaveOn ℝ Set.univ (grandPotential s hs E x) ∧
      ∀ μ₀ k, IsStable s E x μ₀ k → (∀ i, IsStable s E x μ₀ i → i = k) →
        HasDerivAt (grandPotential s hs E x) (-x k) μ₀ :=
  ⟨grandPotential_concave hs E x, fun _ _ hk huniq =>
    hasDerivAt_of_common_composition hs hk fun i hi => congrArg x (huniq i hi)⟩
```

## Where the derivative exists

Suppose that $\varphi'(\mu_0) = d$ and that $k$ is stable at $\mu_0$. The gap $g(\mu) = \varphi(\mu) - \omega_k(\mu)$ satisfies $g \le 0$ everywhere and $g(\mu_0) = 0$ (together these give `hle`), so it has a maximum at $\mu_0$. Its derivative vanishes there, $d + x_k = 0$, by `hmax.hasDerivAt_eq_zero`.

```lean
/-- If the grand potential has derivative `d` at `μ₀`, then `d = -x k` for every phase `k`
stable at `μ₀`. -/
theorem deriv_eq_of_isStable (hs : s.Nonempty) {μ₀ d : ℝ} {k : ι}
    (hd : HasDerivAt (grandPotential s hs E x) d μ₀) (hk : IsStable s E x μ₀ k) :
    d = -x k := by
  -- the gap to the line of phase `k` is nonpositive and vanishes at `μ₀`
  have hle : ∀ μ, grandPotential s hs E x μ - phasePotential E x k μ ≤
      grandPotential s hs E x μ₀ - phasePotential E x k μ₀ := by
    intro μ
    have h1 := grandPotential_le (E := E) (x := x) hs hk.1 μ
    have h2 := ((isStable_iff hs).1 hk).2
    linarith
  have hmax : IsLocalMax (fun μ => grandPotential s hs E x μ - phasePotential E x k μ) μ₀ :=
    Filter.Eventually.of_forall hle
  have h0 := hmax.hasDerivAt_eq_zero (hd.fun_sub (phasePotential_hasDerivAt E x k μ₀))
  linarith
```

If $\varphi$ is differentiable at $\mu_0$ and $i, j$ are both stable, then $-x_i = d = -x_j$. If conversely all stable phases share one composition, any stable $k$ meets the hypothesis of `hasDerivAt_of_common_composition`. Thus $\varphi$ is differentiable at $\mu_0$ exactly when all phases stable there have the same composition. The one-sided slopes at a kink are not part of the statement.

```lean
/-- The grand potential is differentiable at `μ₀` exactly when all phases stable at `μ₀` have
the same composition. -/
theorem differentiableAt_iff (hs : s.Nonempty) (μ₀ : ℝ) :
    DifferentiableAt ℝ (grandPotential s hs E x) μ₀ ↔
      ∀ i j, IsStable s E x μ₀ i → IsStable s E x μ₀ j → x i = x j := by
  constructor
  · intro hd i j hi hj
    have h1 := deriv_eq_of_isStable hs hd.hasDerivAt hi
    have h2 := deriv_eq_of_isStable hs hd.hasDerivAt hj
    linarith
  · intro h
    obtain ⟨k, hk⟩ := exists_isStable hs E x μ₀
    exact (hasDerivAt_of_common_composition hs hk fun i hi => h i k hi hk).differentiableAt
```

## Three phases

The phases of the opening are labelled $0, 1, 2$, with $E_0 = 0$, $E_1 = -1$, $E_2 = 0$ for two end members and a compound,

```lean
/-- Energies of two end members and one intermediate compound. -/
def binaryEnergy : Fin 3 → ℝ := ![0, -1, 0]
```

and with $x_0 = 0$, $x_1 = \tfrac12$, $x_2 = 1$.

```lean
/-- Compositions of two end members and one intermediate compound. -/
def binaryComposition : Fin 3 → ℝ := ![0, 1 / 2, 1]
```

The lines are $\omega_0 = 0$, $\omega_1 = -1 - \mu/2$ and $\omega_2 = -\mu$ (`p0`, `p1`, `p2`). The condition $\omega_1 \le \omega_0$ gives $\mu \ge -2$ and $\omega_1 \le \omega_2$ gives $\mu \le 2$, so the compound is stable exactly on $[-2, 2]$ (`hwin`, obtained directly from the three inequalities in `hst`). Phase $0$ would need $\omega_0 \le \omega_1$, that is $\mu \le -2$, and phase $2$ would need $\mu \ge 2$, so for $-2 < \mu < 2$ the compound is the only stable phase and $\varphi' = -\tfrac12$. At $\mu = 2$ one has $\omega_1 = \omega_2 = -2 < \omega_0$; phases $1$ and $2$ coexist with $x_1 \ne x_2$, and `differentiableAt_iff` rules out a derivative. The theorem treats the kink at the upper edge only.

```lean
/-- For energies `0, -1, 0` at compositions `0, 1/2, 1` the compound is stable exactly for
`-2 ≤ μ ≤ 2` and is the only stable phase for `-2 < μ < 2`, where the grand potential has slope
`-1/2`; at `μ = 2` the grand potential is not differentiable. -/
theorem window_witness :
    (∀ μ, IsStable Finset.univ binaryEnergy binaryComposition μ 1 ↔ -2 ≤ μ ∧ μ ≤ 2) ∧
    (∀ μ, -2 < μ → μ < 2 →
      (∀ i, IsStable Finset.univ binaryEnergy binaryComposition μ i → i = 1) ∧
      HasDerivAt (grandPotential Finset.univ Finset.univ_nonempty binaryEnergy binaryComposition)
        (-(1 / 2)) μ) ∧
    ¬ DifferentiableAt ℝ
      (grandPotential Finset.univ Finset.univ_nonempty binaryEnergy binaryComposition) 2 := by
  have e0 : binaryEnergy 0 = 0 := rfl
  have e1 : binaryEnergy 1 = -1 := rfl
  have e2 : binaryEnergy 2 = 0 := rfl
  have x0 : binaryComposition 0 = 0 := rfl
  have x1 : binaryComposition 1 = 1 / 2 := rfl
  have x2 : binaryComposition 2 = 1 := rfl
  have p0 : ∀ μ, phasePotential binaryEnergy binaryComposition 0 μ = 0 := by
    intro μ
    rw [phasePotential, e0, x0]
    ring
  have p1 : ∀ μ, phasePotential binaryEnergy binaryComposition 1 μ = -1 - μ / 2 := by
    intro μ
    rw [phasePotential, e1, x1]
    ring
  have p2 : ∀ μ, phasePotential binaryEnergy binaryComposition 2 μ = -μ := by
    intro μ
    rw [phasePotential, e2, x2]
    ring
  have hcases : ∀ i : Fin 3, i = 0 ∨ i = 1 ∨ i = 2 := by decide
  -- stability means lying below the three lines
  have hst : ∀ μ k, IsStable Finset.univ binaryEnergy binaryComposition μ k ↔
      phasePotential binaryEnergy binaryComposition k μ ≤ 0 ∧
      phasePotential binaryEnergy binaryComposition k μ ≤ -1 - μ / 2 ∧
      phasePotential binaryEnergy binaryComposition k μ ≤ -μ := by
    intro μ k
    constructor
    · intro h
      exact ⟨(h.2 0 (Finset.mem_univ _)).trans_eq (p0 μ),
        (h.2 1 (Finset.mem_univ _)).trans_eq (p1 μ),
        (h.2 2 (Finset.mem_univ _)).trans_eq (p2 μ)⟩
    · rintro ⟨h0, h1, h2⟩
      refine ⟨Finset.mem_univ _, fun i _ => ?_⟩
      rcases hcases i with hi | hi | hi
      · rw [hi, p0]
        exact h0
      · rw [hi, p1]
        exact h1
      · rw [hi, p2]
        exact h2
  have hwin : ∀ μ, IsStable Finset.univ binaryEnergy binaryComposition μ 1 ↔
      -2 ≤ μ ∧ μ ≤ 2 := by
    intro μ
    rw [hst, p1]
    constructor
    · rintro ⟨h0, _, h2⟩
      exact ⟨by linarith, by linarith⟩
    · rintro ⟨h0, h2⟩
      exact ⟨by linarith, le_rfl, by linarith⟩
  refine ⟨hwin, fun μ hlo hhi => ?_, fun hd => ?_⟩
  · have huniq : ∀ i, IsStable Finset.univ binaryEnergy binaryComposition μ i → i = 1 := by
      intro i hi
      have h := ((hst μ i).1 hi).2.1
      rcases hcases i with hc | hc | hc
      · rw [hc, p0] at h
        exfalso
        linarith
      · exact hc
      · rw [hc, p2] at h
        exfalso
        linarith
    refine ⟨huniq, ?_⟩
    have hder := (grandPotential_concave_and_hasDerivAt Finset.univ_nonempty binaryEnergy
      binaryComposition).2 μ 1 ((hwin μ).2 ⟨hlo.le, hhi.le⟩) huniq
    rw [x1] at hder
    exact hder
  · -- at the upper edge the compound coexists with the rich end member
    have h1 : IsStable Finset.univ binaryEnergy binaryComposition 2 1 :=
      (hwin 2).2 ⟨by norm_num, le_rfl⟩
    have h2 : IsStable Finset.univ binaryEnergy binaryComposition 2 2 := by
      rw [hst, p2]
      exact ⟨by norm_num, by norm_num, le_rfl⟩
    have hx := (differentiableAt_iff Finset.univ_nonempty 2).1 hd 1 2 h1 h2
    rw [x1, x2] at hx
    norm_num at hx

end

end ChemicalPotentialWindow
```

```lean
#print axioms ChemicalPotentialWindow.isStable_iff_window
#print axioms ChemicalPotentialWindow.grandPotential_concave_and_hasDerivAt
```

```
'ChemicalPotentialWindow.isStable_iff_window' depends on axioms: [propext, Classical.choice, Quot.sound]
'ChemicalPotentialWindow.grandPotential_concave_and_hasDerivAt' depends on axioms: [propext, Classical.choice, Quot.sound]
```
